# Mean-field criterion for phase separation of two uniform Bose condensates

Before a Gross–Pitaevskii calculation for two condensates in a large box, one chooses whether the clouds start overlapping or apart. If each species repels itself and kinetic and interface energies are negligible, the coupling constants alone decide which has the lower mean-field energy: the uniform mixture, or the best separated state, in which each species is uniform in its own region.

## Energies and volumes

The intraspecies couplings \(a,b\) and the interspecies coupling \(c\) stand for short-range contact interactions, with strengths set by scattering lengths and atomic masses. The particle numbers \(N_1,N_2\) and the total volume \(V\) are real numbers in any consistent units; particle numbers need not be integers.

```lean
import Mathlib

open Set

namespace BoseMixture

noncomputable section
```

A single condensate with coupling \(g\) and \(N\) particles in volume \(V\) has energy \(gN^2/(2V)\).

```lean
/-- Mean-field energy of `N` bosons with coupling `g` in a volume `V > 0`. -/
def pureEnergy (g N V : ℝ) : ℝ := g * N ^ 2 / (2 * V)
```

Its pressure is defined separately, as \(g(N/V)^2/2\).

```lean
/-- Mean-field pressure of `N` bosons with coupling `g` in a volume `V > 0`. -/
def pressure (g N V : ℝ) : ℝ := g * (N / V) ^ 2 / 2
```

With a wall in place, species 1 fills \(V_1\) and species 2 fills \(V-V_1\). The energy \(E_{\rm sep}(V_1)\) is the sum of the two pure energies.

```lean
/-- Energy of two condensates kept apart by a wall: the first fills `V₁`, the second
`V - V₁`, with `0 < V₁ < V`. -/
def separatedEnergy (a b N₁ N₂ V V₁ : ℝ) : ℝ :=
  pureEnergy a N₁ V₁ + pureEnergy b N₂ (V - V₁)
```

The uniform mixture has the cross term \(cN_1N_2/V\) in addition to the two pure energies at volume \(V\). Its energy is called \(E_{\rm mix}\).

```lean
/-- Energy of the uniform mixture in a volume `V > 0`, with interspecies coupling `c`. -/
def mixedEnergy (a b c N₁ N₂ V : ℝ) : ℝ :=
  (a * N₁ ^ 2 + b * N₂ ^ 2 + 2 * c * N₁ * N₂) / (2 * V)
```

Write \(p=\sqrt a\,N_1\) and \(q=\sqrt b\,N_2\). Two abbreviations are needed: a reference energy \(E_*=(p+q)^2/(2V)\) and a reference volume \(V_*=Vp/(p+q)\). The Lean names anticipate their roles, which the definitions alone do not establish.

```lean
/-- The energy `(√a N₁ + √b N₂)² / (2V)`, for `V > 0` and `a, b ≥ 0`. -/
def separatedMinimum (a b N₁ N₂ V : ℝ) : ℝ :=
  (√a * N₁ + √b * N₂) ^ 2 / (2 * V)

/-- The volume that divides `V` in the ratio `√a N₁ : √b N₂`, for `√a N₁ + √b N₂ > 0`. -/
def optimalVolume (a b N₁ N₂ V : ℝ) : ℝ :=
  V * (√a * N₁) / (√a * N₁ + √b * N₂)
```

## (a) Pressure as a volume derivative

Show that, for \(V>0\), the energy \(E(V)=gN^2/(2V)\) and the pressure \(P\) satisfy
\[ \frac{dE}{dV}=-P. \]

**Solution.** Since \(E=\tfrac12 gN^2\,V^{-1}\), its derivative is \(-\tfrac12 gN^2V^{-2}=-\tfrac12 g(N/V)^2\). Lean likewise writes the energy as a constant times `v⁻¹` and differentiates with `hasDerivAt_inv`.

```lean
/-- At positive volume, the pressure is minus the derivative of the energy with respect
to volume. -/
theorem pureEnergy_hasDerivAt (g N : ℝ) {V : ℝ} (hV : 0 < V) :
    HasDerivAt (pureEnergy g N) (-pressure g N V) V := by
  have e : pureEnergy g N = fun v => g * N ^ 2 / 2 * v⁻¹ := by
    funext v
    unfold pureEnergy
    ring
  rw [e]
  exact ((hasDerivAt_inv hV.ne').const_mul (g * N ^ 2 / 2)).congr_deriv (by
    unfold pressure
    ring)
```

## (b) The excess energy as a square

For \(a,b\ge0\) and \(0<V_1<V\), show that
\[ E_{\rm sep}(V_1)-E_*=\frac{[p(V-V_1)-qV_1]^2}{2VV_1(V-V_1)}. \]

**Solution.** Put \(U=V-V_1\), so \(V=V_1+U\). Over the common denominator \(2VV_1U\), the numerator is
\[ p^2VU+q^2VV_1-(p+q)^2V_1U=p^2U^2+q^2V_1^2-2pqV_1U=(pU-qV_1)^2. \]
The proof replaces \(a,b\) by squares \(s^2,t^2\), which removes the roots; `field_simp` and `ring` then do this algebra.

```lean
/-- For nonnegative `a, b` and a wall strictly inside the vessel, the separated energy exceeds
`(√a N₁ + √b N₂)² / (2V)` by an explicit square over twice a product of volumes. -/
theorem separatedEnergy_excess {a b V V₁ : ℝ} (N₁ N₂ : ℝ) (ha : 0 ≤ a) (hb : 0 ≤ b)
    (h₀ : 0 < V₁) (h₁ : V₁ < V) :
    separatedEnergy a b N₁ N₂ V V₁ - separatedMinimum a b N₁ N₂ V =
      (√a * N₁ * (V - V₁) - √b * N₂ * V₁) ^ 2 / (2 * V * V₁ * (V - V₁)) := by
  -- write the couplings as squares
  obtain ⟨s, hs, rfl⟩ : ∃ s, 0 ≤ s ∧ a = s ^ 2 :=
    ⟨√a, Real.sqrt_nonneg a, (Real.sq_sqrt ha).symm⟩
  obtain ⟨t, ht, rfl⟩ : ∃ t, 0 ≤ t ∧ b = t ^ 2 :=
    ⟨√b, Real.sqrt_nonneg b, (Real.sq_sqrt hb).symm⟩
  have hV : V ≠ 0 := (h₀.trans h₁).ne'
  have hW : V - V₁ ≠ 0 := (sub_pos.2 h₁).ne'
  have hV₁ : V₁ ≠ 0 := h₀.ne'
  unfold separatedEnergy separatedMinimum pureEnergy
  rw [Real.sqrt_sq hs, Real.sqrt_sq ht]
  field_simp
  ring
```

## (c) The wall position where the square vanishes

For positive couplings and particle numbers, show that
\[ p(V-V_1)=qV_1\iff V_1=V_*. \]

**Solution.** The left side says \(pV=(p+q)V_1\). Divide by \(p+q>0\). In Lean, `eq_div_iff` clears this denominator and `linear_combination` rearranges the equation in both directions.

```lean
/-- For positive couplings and particle numbers, `√a N₁ / V₁` and `√b N₂ / (V - V₁)` balance,
in cross-multiplied form, exactly at the optimal volume. -/
theorem balance_iff {a b N₁ N₂ : ℝ} (V V₁ : ℝ) (ha : 0 < a) (hb : 0 < b)
    (hN₁ : 0 < N₁) (hN₂ : 0 < N₂) :
    √a * N₁ * (V - V₁) = √b * N₂ * V₁ ↔ V₁ = optimalVolume a b N₁ N₂ V := by
  have hp : 0 < √a * N₁ := mul_pos (Real.sqrt_pos.2 ha) hN₁
  have hq : 0 < √b * N₂ := mul_pos (Real.sqrt_pos.2 hb) hN₂
  unfold optimalVolume
  rw [eq_div_iff (add_pos hp hq).ne']
  constructor <;> intro h <;> linear_combination -h
```

## (d) Mechanical equilibrium

With the wall inside the vessel and the same positivity, show that
\[ \frac a2\Big(\frac{N_1}{V_1}\Big)^2=\frac b2\Big(\frac{N_2}{V-V_1}\Big)^2\iff V_1=V_*. \]

**Solution.** The pressures are \(\tfrac12(p/V_1)^2\) and \(\tfrac12(q/(V-V_1))^2\). Both bases are positive, so equal squares mean \(p/V_1=q/(V-V_1)\). Cross-multiplying gives (c). These two steps are `sq_eq_sq₀` and `div_eq_div_iff`.

```lean
/-- For positive couplings and particle numbers, the two condensates press equally on a wall
inside the vessel exactly when the first one fills the optimal volume. -/
theorem pressure_eq_iff {a b N₁ N₂ V V₁ : ℝ} (ha : 0 < a) (hb : 0 < b)
    (hN₁ : 0 < N₁) (hN₂ : 0 < N₂) (h₀ : 0 < V₁) (h₁ : V₁ < V) :
    pressure a N₁ V₁ = pressure b N₂ (V - V₁) ↔ V₁ = optimalVolume a b N₁ N₂ V := by
  have hW : 0 < V - V₁ := sub_pos.2 h₁
  have e (g N v : ℝ) (hg : 0 < g) : pressure g N v = (√g * N / v) ^ 2 / 2 := by
    unfold pressure
    rw [show √g * N / v = √g * (N / v) from mul_div_assoc _ _ _, mul_pow,
      Real.sq_sqrt hg.le]
  have hx : 0 ≤ √a * N₁ / V₁ := by positivity
  have hy : 0 ≤ √b * N₂ / (V - V₁) := by positivity
  rw [e a N₁ V₁ ha, e b N₂ (V - V₁) hb, ← balance_iff V V₁ ha hb hN₁ hN₂,
    ← div_eq_div_iff h₀.ne' hW.ne', ← sq_eq_sq₀ hx hy]
  constructor <;> intro h <;> linarith
```

## (e) Uniqueness of the wall position

Under the assumptions of (d), show that
\[ E_{\rm sep}(V_1)=E_*\iff V_1=V_*. \]

**Solution.** The denominator in (b) is positive, so the excess vanishes exactly when \(p(V-V_1)=qV_1\). By (c), this means \(V_1=V_*\). The two branches of the proof are the two directions of this argument.

```lean
/-- For positive couplings and particle numbers and a wall inside the vessel, the separated
energy equals `(√a N₁ + √b N₂)² / (2V)` only at the optimal volume, and does so there. -/
theorem separatedEnergy_eq_iff {a b N₁ N₂ V V₁ : ℝ} (ha : 0 < a) (hb : 0 < b)
    (hN₁ : 0 < N₁) (hN₂ : 0 < N₂) (h₀ : 0 < V₁) (h₁ : V₁ < V) :
    separatedEnergy a b N₁ N₂ V V₁ = separatedMinimum a b N₁ N₂ V ↔
      V₁ = optimalVolume a b N₁ N₂ V := by
  have hV : 0 < V := h₀.trans h₁
  have hW : 0 < V - V₁ := sub_pos.2 h₁
  have hD : 2 * V * V₁ * (V - V₁) ≠ 0 := by positivity
  have hE := separatedEnergy_excess N₁ N₂ ha.le hb.le h₀ h₁
  constructor
  · intro h
    rw [h, sub_self] at hE
    have hsq := (div_eq_zero_iff.1 hE.symm).resolve_right hD
    exact (balance_iff V V₁ ha hb hN₁ hN₂).1
      (sub_eq_zero.1 ((pow_eq_zero_iff two_ne_zero).1 hsq))
  · intro h
    rw [(balance_iff V V₁ ha hb hN₁ hN₂).2 h, sub_self, zero_pow two_ne_zero,
      zero_div] at hE
    exact sub_eq_zero.1 hE
```

## (f) The least separated energy

For positive \(a,b,N_1,N_2,V\), show that
\[ \min_{0<V_1<V}E_{\rm sep}(V_1)=\frac{(\sqrt a\,N_1+\sqrt b\,N_2)^2}{2V}. \]

**Solution.** Since \(p,q>0\), we have \(0<V_*<V\), and (e) gives \(E_{\rm sep}(V_*)=E_*\). By (b), no other position gives less. `IsLeast` states both facts for the energies over the open interval `Ioo 0 V`: the value is attained, and it is a lower bound.

```lean
/-- For positive couplings, particle numbers and total volume, the least separated energy over
all wall positions inside the vessel is `(√a N₁ + √b N₂)² / (2V)`. -/
theorem separatedMinimum_isLeast {a b N₁ N₂ V : ℝ} (ha : 0 < a) (hb : 0 < b)
    (hN₁ : 0 < N₁) (hN₂ : 0 < N₂) (hV : 0 < V) :
    IsLeast (separatedEnergy a b N₁ N₂ V '' Ioo 0 V) (separatedMinimum a b N₁ N₂ V) := by
  have hp : 0 < √a * N₁ := mul_pos (Real.sqrt_pos.2 ha) hN₁
  have hq : 0 < √b * N₂ := mul_pos (Real.sqrt_pos.2 hb) hN₂
  constructor
  · have h₀ : 0 < optimalVolume a b N₁ N₂ V := div_pos (mul_pos hV hp) (add_pos hp hq)
    have h₁ : optimalVolume a b N₁ N₂ V < V := by
      unfold optimalVolume
      rw [div_lt_iff₀ (add_pos hp hq)]
      nlinarith [mul_pos hV hq]
    exact ⟨_, ⟨h₀, h₁⟩, (separatedEnergy_eq_iff ha hb hN₁ hN₂ h₀ h₁).2 rfl⟩
  · rintro _ ⟨V₁, ⟨h₀, h₁⟩, rfl⟩
    have hW : 0 < V - V₁ := sub_pos.2 h₁
    rw [← sub_nonneg, separatedEnergy_excess N₁ N₂ ha.le hb.le h₀ h₁]
    positivity
```

## (g) The mixture compared with the reference energy

For \(a,b\ge0\) and \(V>0\), show that
\[ E_{\rm mix}-E_*=\frac{N_1N_2}{V}\bigl(c-\sqrt{ab}\bigr). \]

**Solution.** Over \(2V\), the numerator is
\[ p^2+q^2+2cN_1N_2-(p+q)^2=2cN_1N_2-2pq=2N_1N_2(c-\sqrt{ab}). \]
Lean again substitutes squares for the couplings before the algebra.

```lean
/-- For nonnegative `a, b` and positive volume, the uniform mixture differs in energy from
`(√a N₁ + √b N₂)² / (2V)` by `(N₁ N₂ / V) (c - √(ab))`. -/
theorem mixedEnergy_sub_minimum {a b V : ℝ} (c N₁ N₂ : ℝ) (ha : 0 ≤ a) (hb : 0 ≤ b)
    (hV : 0 < V) :
    mixedEnergy a b c N₁ N₂ V - separatedMinimum a b N₁ N₂ V =
      N₁ * N₂ / V * (c - √(a * b)) := by
  obtain ⟨s, hs, rfl⟩ : ∃ s, 0 ≤ s ∧ a = s ^ 2 :=
    ⟨√a, Real.sqrt_nonneg a, (Real.sq_sqrt ha).symm⟩
  obtain ⟨t, ht, rfl⟩ : ∃ t, 0 ≤ t ∧ b = t ^ 2 :=
    ⟨√b, Real.sqrt_nonneg b, (Real.sq_sqrt hb).symm⟩
  unfold mixedEnergy separatedMinimum
  rw [Real.sqrt_mul (sq_nonneg s), Real.sqrt_sq hs, Real.sqrt_sq ht]
  field_simp
  ring
```

## (h) When separation lowers the energy

For positive \(a,b,N_1,N_2,V\) and any real \(c\), show that
\[ E_*<E_{\rm mix}\iff c>\sqrt{ab}. \]

**Solution.** The factor \(N_1N_2/V\) in (g) is positive, so the difference has the sign of \(c-\sqrt{ab}\). `mul_pos_iff_of_pos_left` is this sign argument.

Take \(a=1\), \(b=4\), \(N_1=4\), \(N_2=1\), \(V=6\). Then \(p=4\), \(q=2\), \(V_*=4\) and \(E_*=36/12=3\). Both pressures are \(1/2\). The mixture has energy \((20+8c)/12\), which is \(11/3\) for \(c=3\) and \(7/3\) for \(c=1\); the threshold is \(c=2\).

```lean
/-- Phase separation criterion: for positive `a, b`, particle numbers and volume, the least
separated energy lies below that of the uniform mixture exactly when `c > √(ab)`. -/
theorem phase_separation_iff {a b N₁ N₂ V : ℝ} (c : ℝ) (ha : 0 < a) (hb : 0 < b)
    (hN₁ : 0 < N₁) (hN₂ : 0 < N₂) (hV : 0 < V) :
    separatedMinimum a b N₁ N₂ V < mixedEnergy a b c N₁ N₂ V ↔ √(a * b) < c := by
  have hk : 0 < N₁ * N₂ / V := by positivity
  have h := mul_pos_iff_of_pos_left hk (b := c - √(a * b))
  rw [← mixedEnergy_sub_minimum c N₁ N₂ ha.le hb.le hV, sub_pos, sub_pos] at h
  exact h
```

## (i) Partial demixing below the threshold

Now let \(V,W>0\) be the volumes of two regions with contents \((x,y)\) and \((x',y')\), and let \(E_{\rm mix}(x,y;V)\) be the mixture energy of one region. For \(a,b\ge0\) and \(|c|\le\sqrt{ab}\), show that
\[ E_{\rm mix}(x+x',y+y';V+W)\le E_{\rm mix}(x,y;V)+E_{\rm mix}(x',y';W). \]

**Solution.** Let \(Q(u,v)=au^2+bv^2+2cuv\), so that \(E_{\rm mix}(x,y;V)=Q(x,y)/(2V)\). The bound on \(c\) gives
\[ Q(u,v)\ge au^2+bv^2-2\sqrt{ab}\,|uv|=(\sqrt a|u|-\sqrt b|v|)^2\ge0. \]
Write \(z=(x,y)\), \(z'=(x',y')\) and \(Q(z+z')=Q(z)+Q(z')+2B\), with \(B=axx'+byy'+c(xy'+x'y)\). The right side minus the left, times \(2VW(V+W)\), is
\[ W(V+W)Q(z)+V(V+W)Q(z')-VWQ(z+z') \]
\[ =W^2Q(z)+V^2Q(z')-2VWB=Q(Wz-Vz')\ge0. \]
In the proof, `hq` is the nonnegativity of \(Q\) and `key` is the identity. For \(c<-\sqrt{ab}\), part (h) still ranks the mixture below the separated state, but that comparison does not establish stability.

```lean
/-- If `a, b ≥ 0` and `|c| ≤ √(ab)`, dividing a uniform mixture into two regions of positive
volume and any compositions never lowers its energy. -/
theorem mixture_stable {a b c V W : ℝ} (x y x' y' : ℝ) (ha : 0 ≤ a) (hb : 0 ≤ b)
    (hc : |c| ≤ √(a * b)) (hV : 0 < V) (hW : 0 < W) :
    mixedEnergy a b c (x + x') (y + y') (V + W) ≤
      mixedEnergy a b c x y V + mixedEnergy a b c x' y' W := by
  -- twice the volume times the energy is a nonnegative quadratic form
  have hq (u v : ℝ) : 0 ≤ a * u ^ 2 + b * v ^ 2 + 2 * c * u * v := by
    have h₁ : |c * (u * v)| ≤ √a * √b * |u * v| := by
      rw [abs_mul, ← Real.sqrt_mul ha]
      exact mul_le_mul_of_nonneg_right hc (abs_nonneg _)
    have h₂ : a * u ^ 2 + b * v ^ 2 - 2 * (√a * √b * |u * v|) =
        (√a * |u| - √b * |v|) ^ 2 := by
      rw [abs_mul, ← sq_abs u, ← sq_abs v]
      linear_combination (-|u| ^ 2) * Real.sq_sqrt ha - |v| ^ 2 * Real.sq_sqrt hb
    nlinarith [neg_abs_le (c * (u * v)), sq_nonneg (√a * |u| - √b * |v|)]
  have hS : V + W ≠ 0 := (add_pos hV hW).ne'
  -- the energy cost is a positive multiple of that form at the density differences
  have key : mixedEnergy a b c x y V + mixedEnergy a b c x' y' W -
      mixedEnergy a b c (x + x') (y + y') (V + W) =
      (a * (x * W - x' * V) ^ 2 + b * (y * W - y' * V) ^ 2 +
        2 * c * (x * W - x' * V) * (y * W - y' * V)) / (2 * V * W * (V + W)) := by
    unfold mixedEnergy
    field_simp
    ring
  rw [← sub_nonneg, key]
  exact div_nonneg (hq _ _) (by positivity)
```

## (j) Partial demixing above the threshold

For \(a,b\ge0\), \(c\ge\sqrt{ab}\), positive region volumes and nonnegative contents, show that
\[ \frac{[\sqrt a(x+x')+\sqrt b(y+y')]^2}{2(V+W)}\le E_{\rm mix}(x,y;V)+E_{\rm mix}(x',y';W). \]

**Solution.** Let \(r=\sqrt a\,x+\sqrt b\,y\) and \(r'=\sqrt a\,x'+\sqrt b\,y'\). By (g), the regional energies are at least \(r^2/(2V)\) and \(r'^2/(2W)\). The algebra of (b) gives
\[ \frac{r^2}{2V}+\frac{r'^2}{2W}-\frac{(r+r')^2}{2(V+W)}=\frac{(rW-r'V)^2}{2VW(V+W)}\ge0. \]
Lean names this identity `key`, and `linarith` adds the inequalities. Parts (i) and (j) concern two uniform regions; traps, smooth density profiles and quantum fluctuations are absent from the model.

```lean
/-- If `a, b ≥ 0` and `c ≥ √(ab)`, no division into two regions of positive volume with nonnegative
contents has energy below `(√a (x + x') + √b (y + y'))² / (2 (V + W))`. -/
theorem full_separation_optimal {a b c V W x y x' y' : ℝ} (ha : 0 ≤ a) (hb : 0 ≤ b)
    (hc : √(a * b) ≤ c) (hV : 0 < V) (hW : 0 < W)
    (hx : 0 ≤ x) (hy : 0 ≤ y) (hx' : 0 ≤ x') (hy' : 0 ≤ y') :
    separatedMinimum a b (x + x') (y + y') (V + W) ≤
      mixedEnergy a b c x y V + mixedEnergy a b c x' y' W := by
  have hd : 0 ≤ c - √(a * b) := sub_nonneg.2 hc
  have h₁ := mixedEnergy_sub_minimum c x y ha hb hV
  have h₂ := mixedEnergy_sub_minimum c x' y' ha hb hW
  have p₁ : 0 ≤ x * y / V * (c - √(a * b)) := mul_nonneg (by positivity) hd
  have p₂ : 0 ≤ x' * y' / W * (c - √(a * b)) := mul_nonneg (by positivity) hd
  have hS : V + W ≠ 0 := (add_pos hV hW).ne'
  -- the separated minimum is itself subadditive
  have key (p q : ℝ) : p ^ 2 / (2 * V) + q ^ 2 / (2 * W) - (p + q) ^ 2 / (2 * (V + W)) =
      (p * W - q * V) ^ 2 / (2 * V * W * (V + W)) := by
    field_simp
    ring
  have h₃ := key (√a * x + √b * y) (√a * x' + √b * y')
  have p₃ : 0 ≤ ((√a * x + √b * y) * W - (√a * x' + √b * y') * V) ^ 2 /
      (2 * V * W * (V + W)) := by positivity
  have e : separatedMinimum a b (x + x') (y + y') (V + W) =
      ((√a * x + √b * y) + (√a * x' + √b * y')) ^ 2 / (2 * (V + W)) := by
    unfold separatedMinimum
    congr 2
    ring
  rw [e]
  unfold separatedMinimum at h₁ h₂
  linarith

end

end BoseMixture
```

```lean
#print axioms BoseMixture.separatedMinimum_isLeast
#print axioms BoseMixture.phase_separation_iff
#print axioms BoseMixture.mixture_stable
#print axioms BoseMixture.full_separation_optimal
```

```
'BoseMixture.separatedMinimum_isLeast' depends on axioms: [propext, Classical.choice, Quot.sound]
'BoseMixture.phase_separation_iff' depends on axioms: [propext, Classical.choice, Quot.sound]
'BoseMixture.mixture_stable' depends on axioms: [propext, Classical.choice, Quot.sound]
'BoseMixture.full_separation_optimal' depends on axioms: [propext, Classical.choice, Quot.sound]
```
